# The second derivative of an elastic energy at zero strain, including the reference stress

The theorem `second_derivative_energy` concerns a homogeneous deformation F = 1 + tA of an elastic body, where A is any real square matrix of finite size. The energy per unit undeformed volume, W, is a function of the Green strain (FᵀF − 1)/2. The theorem assumes that W is twice continuously differentiable at zero strain and that its first derivative there is W'(0)[H] = tr(S H) for every symmetric H, where the symmetric matrix S is the stress in the undeformed state. It then says that the second derivative of this energy density with respect to t, at t = 0, is W''(0)[sym A, sym A] + tr(S AᵀA), where sym A = (A + Aᵀ)/2. The attempt writes the strain as t sym A + (t²/2) AᵀA, applies a second-order chain rule for such paths, and then tries to rewrite the first-derivative term W'(0)[AᵀA] as the trace.

In Lean, a first try:

```lean
import Mathlib

open Matrix Filter Topology

namespace SecondDerivativeEnergy

noncomputable section

attribute [local instance] Matrix.normedAddCommGroup Matrix.normedSpace

variable {n : Type*} [Fintype n] [DecidableEq n]

/-- The real vector space of symmetric matrices, on which the strain energy is defined. -/
abbrev SymMat (n : Type*) [Fintype n] [DecidableEq n] : Submodule ℝ (Matrix n n ℝ) where
  carrier := {H | Hᵀ = H}
  add_mem' := by
    intro a b ha hb
    simp only [Set.mem_ofPred_eq] at ha hb ⊢
    rw [transpose_add, ha, hb]
  zero_mem' := by simp
  smul_mem' := by
    intro c a ha
    simp only [Set.mem_ofPred_eq] at ha ⊢
    rw [transpose_smul, ha]

/-- The Green strain `(FᵀF - 1)/2` of a deformation gradient `F`. -/
def greenStrain (F : Matrix n n ℝ) : SymMat n :=
  ⟨(1 / 2 : ℝ) • (Fᵀ * F - 1), by
    change ((1 / 2 : ℝ) • (Fᵀ * F - 1))ᵀ = _
    simp only [transpose_smul, transpose_sub, transpose_mul, transpose_transpose, transpose_one]⟩

/-- The symmetric part `(A + Aᵀ)/2` of a displacement gradient `A`. -/
def symPart (A : Matrix n n ℝ) : SymMat n :=
  ⟨(1 / 2 : ℝ) • (A + Aᵀ), by
    change ((1 / 2 : ℝ) • (A + Aᵀ))ᵀ = _
    rw [transpose_smul, transpose_add, transpose_transpose, add_comm]⟩

/-- The symmetric matrix `AᵀA`. -/
def gram (A : Matrix n n ℝ) : SymMat n :=
  ⟨Aᵀ * A, by
    change (Aᵀ * A)ᵀ = _
    rw [transpose_mul, transpose_transpose]⟩

/-- The strain energy along the deformation `F = 1 + tA`, as a function of `t`. -/
def energyAlong (W : SymMat n → ℝ) (A : Matrix n n ℝ) (t : ℝ) : ℝ :=
  W (greenStrain (1 + t • A))

/-- `S` is symmetric and `fderiv ℝ W 0 H = tr(S H)` for every symmetric `H`. If `W` is
differentiable at zero strain, this says that `S` is its gradient there. -/
def IsReferenceStress (W : SymMat n → ℝ) (S : Matrix n n ℝ) : Prop :=
  Sᵀ = S ∧ ∀ H : SymMat n, fderiv ℝ W 0 H = trace (S * (H : Matrix n n ℝ))

/-- Along `F = 1 + tA` the Green strain is exactly `t sym A + (t²/2) AᵀA`. -/
theorem greenStrain_path (A : Matrix n n ℝ) (t : ℝ) :
    greenStrain (1 + t • A) = t • symPart A + (t ^ 2 / 2) • gram A := by
  apply Subtype.ext
  change (1 / 2 : ℝ) • ((1 + t • A)ᵀ * (1 + t • A) - 1)
    = t • ((1 / 2 : ℝ) • (A + Aᵀ)) + (t ^ 2 / 2) • (Aᵀ * A)
  simp only [transpose_add, transpose_one, transpose_smul, add_mul, mul_add, one_mul, mul_one,
    Matrix.smul_mul, Matrix.mul_smul]
  module

/-- Second-order chain rule: for `W` twice continuously differentiable at 0, the second derivative
at `t = 0` of `W(t a + (t²/2) b)` is `W''(0)[a, a] + W'(0)[b]`. -/
theorem second_derivative_parabola {V : Type*} [NormedAddCommGroup V] [NormedSpace ℝ V]
    {W : V → ℝ} (hW : ContDiffAt ℝ 2 W 0) (a b : V) :
    HasDerivAt (deriv fun t : ℝ => W (t • a + (t ^ 2 / 2) • b))
      (fderiv ℝ (fderiv ℝ W) 0 a a + fderiv ℝ W 0 b) 0 := by
  -- velocity of the path
  have hp : ∀ t : ℝ, HasDerivAt (fun t : ℝ => t • a + (t ^ 2 / 2) • b) (a + t • b) t := by
    intro t
    have h2 : HasDerivAt (fun t : ℝ => t ^ 2 / 2) t t :=
      ((hasDerivAt_pow 2 t).div_const 2).congr_deriv (by norm_num)
    exact (((hasDerivAt_id' t).smul_const a).fun_add (h2.smul_const b)).congr_deriv
      (by rw [one_smul])
  have hz : (0 : ℝ) • a + ((0 : ℝ) ^ 2 / 2) • b = 0 := by simp
  have h0 : Tendsto (fun t : ℝ => t • a + (t ^ 2 / 2) • b) (𝓝 0) (𝓝 0) := by
    have h := (hp 0).continuousAt.tendsto
    rwa [hz] at h
  have hd : ∀ᶠ x in 𝓝 (0 : V), DifferentiableAt ℝ W x :=
    (hW.eventually (by simp)).mono fun x hx => hx.differentiableAt (by norm_num)
  -- first derivative for all small t
  have hev : (deriv fun t : ℝ => W (t • a + (t ^ 2 / 2) • b)) =ᶠ[𝓝 0]
      fun t => fderiv ℝ W (t • a + (t ^ 2 / 2) • b) (a + t • b) :=
    (h0.eventually hd).mono fun t ht => (ht.hasFDerivAt.comp_hasDerivAt t (hp t)).deriv
  -- differentiate once more at t = 0
  have hf : HasFDerivAt (fderiv ℝ W) (fderiv ℝ (fderiv ℝ W) 0)
      ((0 : ℝ) • a + ((0 : ℝ) ^ 2 / 2) • b) := by
    rw [hz]
    exact ((hW.fderiv_right (m := 1) one_add_one_eq_two.le).differentiableAt
      (by norm_num)).hasFDerivAt
  have h1 : HasDerivAt (fun t : ℝ => fderiv ℝ W (t • a + (t ^ 2 / 2) • b))
      (fderiv ℝ (fderiv ℝ W) 0 (a + (0 : ℝ) • b)) 0 := hf.comp_hasDerivAt (0 : ℝ) (hp 0)
  have h2 : HasDerivAt (fun t : ℝ => a + t • b) b 0 :=
    (((hasDerivAt_id' (0 : ℝ)).smul_const b).const_add a).congr_deriv (one_smul ℝ b)
  exact ((h1.clm_apply h2).congr_of_eventuallyEq hev).congr_deriv (by simp)

/-- For a strain energy `W` that is C² at zero strain with gradient `S` there, the second derivative
of the energy along `F = 1 + tA` at `t = 0` is `W''(0)[sym A, sym A] + tr(S AᵀA)`. -/
theorem second_derivative_energy {W : SymMat n → ℝ} (hW : ContDiffAt ℝ 2 W 0)
    {S : Matrix n n ℝ} (hS : IsReferenceStress W S) (A : Matrix n n ℝ) :
    HasDerivAt (deriv (energyAlong W A))
      (fderiv ℝ (fderiv ℝ W) 0 (symPart A) (symPart A) + trace (S * (Aᵀ * A))) 0 := by
  have e : energyAlong W A = fun t => W (t • symPart A + (t ^ 2 / 2) • gram A) :=
    funext fun t => by rw [energyAlong, greenStrain_path]
  have h := second_derivative_parabola hW (symPart A) (gram A)
  rw [hS.2 (gram A)] at h
  rw [e]
  exact h

end

end SecondDerivativeEnergy
```

The compiler's answer:

```
Main.lean:107:6: error: Tactic `rewrite` failed: Did not find an occurrence of the pattern
  (fderiv ℝ W 0) (gram A)
in the target expression
  HasDerivAt (deriv fun t => W (t • symPart A + (t ^ 2 / 2) • gram A))
    (((fderiv ℝ (fderiv ℝ W) 0) (symPart A)) (symPart A) + (fderiv ℝ W 0) (gram A)) 0

n : Type u_1
inst✝¹ : Fintype n
inst✝ : DecidableEq n
W : ↥(SymMat n) → ℝ
hW : ContDiffAt ℝ 2 W 0
S : Matrix n n ℝ
hS : IsReferenceStress W S
A : Matrix n n ℝ
e : energyAlong W A = fun t => W (t • symPart A + (t ^ 2 / 2) • gram A)
h :
  HasDerivAt (deriv fun t => W (t • symPart A + (t ^ 2 / 2) • gram A))
    (((fderiv ℝ (fderiv ℝ W) 0) (symPart A)) (symPart A) + (fderiv ℝ W 0) (gram A)) 0
⊢ HasDerivAt (deriv (energyAlong W A)) (((fderiv ℝ (fderiv ℝ W) 0) (symPart A)) (symPart A) + (S * (Aᵀ * A)).trace) 0
```

What went wrong. The error says that `rw` cannot find `(fderiv ℝ W 0) (gram A)` in `h`, although `h` visibly contains it. The two terms print alike, so they must differ in arguments that Lean does not display. The code points to the instances that give `SymMat n` its algebraic and topological structure. In `hS` they were found directly for this space of matrices, while in `h` they come from a lemma about a general normed space, through its norm. They agree by definition, but `rw` unfolds too little to see this when it searches for its pattern.

The repair drops that rewrite. `h.congr_deriv` leaves as the goal an equation between the derivative value in `h` and the one wanted. `congrArg` gets this equation from `hS.2 (gram A)` by adding the same second-derivative term to both sides. `exact` can unfold definitions when it compares the result with the goal, so it accepts the differing instances, and also `gram A` as `Aᵀ * A`. The added comment only explains the step.

After these edits no error is left:

```diff
@@ -105,7 +105,8 @@
     funext fun t => by rw [energyAlong, greenStrain_path]
   have h := second_derivative_parabola hW (symPart A) (gram A)
-  rw [hS.2 (gram A)] at h
   rw [e]
-  exact h
+  refine h.congr_deriv ?_
+  -- `hS` gives `dW(0)[AᵀA] = tr(S AᵀA)`
+  exact congrArg (fun x => fderiv ℝ (fderiv ℝ W) 0 (symPart A) (symPart A) + x) (hS.2 (gram A))
 
 end
```
